# Spin-flip CIS spaces need not be invariant under \(S^2\)

For orbitals \(c,a,b\) and the reference determinant \(|c{\uparrow}c{\downarrow}a{\uparrow}b{\uparrow}\rangle\), the operator \(S^2\) maps a single spin flip partly onto a double excitation. The span of all single flips, the spin-flip CIS space, is therefore not \(S^2\)-invariant for this reference. Diagonalising a spin-free Hamiltonian within such a space, built here from finitely many orbitals shared by both spins, is not guaranteed to give spin eigenstates.

## One flip followed through \(S^2\)

Moving an electron from \(c{\uparrow}\) to \(a{\downarrow}\) gives, up to sign,
\[
D=|c{\downarrow}a{\uparrow}a{\downarrow}b{\uparrow}\rangle .
\]
With \(\hbar=1\), write \(S^2=S_-S_++S_z^2+S_z\), where \(S_+\) turns one down electron up within its orbital and \(S_-\) does the reverse, each summed over orbitals. The two spin-orbitals of an orbital are adjacent in the ordering, so the same electrons precede both and the fermionic signs cancel.

Orbital \(a\) is full and \(b\) has no down electron, so only \(c\) can be raised:
\[
S_+D=|c{\uparrow}a{\uparrow}a{\downarrow}b{\uparrow}\rangle .
\]
Lowering can then act on \(c\) or \(b\). Since \(S_zD=0\),
\[
S^2D=D+E,\qquad E=|c{\uparrow}a{\uparrow}a{\downarrow}b{\downarrow}\rangle .
\]
\(E\) occupies two spin-orbitals absent from the reference, \(a{\downarrow}\) and \(b{\downarrow}\). A single flip introduces at most one, so every vector in the spin-flip CIS space has amplitude zero on \(E\). But \(S^2D\) has amplitude 1 there, and so lies outside the space.

The argument survives extra electrons. If \(b{\uparrow}\) and \(c{\downarrow}\) are open shells of any determinant, the only term of \(S_-S_+\) that exchanges their spins raises \(c\) and lowers \(b\); \(S_z\) is diagonal and contributes nothing to this matrix element.

## States and operators in Lean

```lean
import Mathlib

open Finset

namespace SpinFlipIncompleteness

noncomputable section
```

A state assigns an amplitude to each finite set of occupied spin-orbitals. Orbital `p` has up label \(2p\) and down label \(2p+1\).

```lean
/-- Fock vectors: an amplitude for every finite set of occupied spin-orbitals. -/
abbrev Fock := Finset ℕ → ℂ

/-- The up spin-orbital of spatial orbital `p`. -/
def up (p : ℕ) : ℕ := 2 * p

/-- The down spin-orbital of spatial orbital `p`. -/
def dn (p : ℕ) : ℕ := 2 * p + 1
```

The sign counts the occupied labels below `k`. Since `ann` and `cre` are written as amplitudes of the resulting state, they look up the set from which `t` was reached.

```lean
/-- The fermionic sign from the occupied spin-orbitals that precede `k`. -/
def sgn (k : ℕ) (t : Finset ℕ) : ℂ := (-1) ^ (t.filter (fun x => x < k)).card

/-- Annihilation of an electron in spin-orbital `k`. -/
def ann (k : ℕ) (ψ : Fock) : Fock :=
  fun t => if k ∈ t then 0 else sgn k t * ψ (insert k t)

/-- Creation of an electron in spin-orbital `k`. -/
def cre (k : ℕ) (ψ : Fock) : Fock :=
  fun t => if k ∈ t then sgn k t * ψ (t.erase k) else 0

/-- The Slater determinant with occupied set `s`. -/
def det (s : Finset ℕ) : Fock := fun t => if t = s then 1 else 0
```

The spin operators act on the first `N` orbitals. Up and down electrons share spatial orbitals, so unrestricted orbitals are not covered.

```lean
/-- The spin raising operator of `N` orbitals. -/
def Splus (N : ℕ) (ψ : Fock) : Fock := ∑ p ∈ range N, cre (up p) (ann (dn p) ψ)

/-- The spin lowering operator of `N` orbitals. -/
def Sminus (N : ℕ) (ψ : Fock) : Fock := ∑ p ∈ range N, cre (dn p) (ann (up p) ψ)

/-- The spin projection: half the number of up electrons minus down electrons. -/
def Sz (N : ℕ) (ψ : Fock) : Fock :=
  (1 / 2 : ℂ) • ∑ p ∈ range N, (cre (up p) (ann (up p) ψ) - cre (dn p) (ann (dn p) ψ))

/-- The total spin operator `S² = S₋ S₊ + S_z² + S_z`. -/
def S2 (N : ℕ) (ψ : Fock) : Fock := Sminus N (Splus N ψ) + Sz N (Sz N ψ) + Sz N ψ
```

The space `sfCIS N s` is spanned by all flips of the reference `s`; impossible flips merely add the zero vector. No Hamiltonian enters.

```lean
/-- The spin-flip CIS space: the span of all flips `p↑ → q↓` of the reference `s`. -/
def sfCIS (N : ℕ) (s : Finset ℕ) : Submodule ℂ Fock :=
  Submodule.span ℂ {ψ | ∃ p q, p < N ∧ q < N ∧ ψ = cre (dn q) (ann (up p) (det s))}
```

Two set operations name \(D\) and \(E\): in the example, `flipDet s c a` is \(D\), and `exchange b c` turns it into \(E\).

```lean
/-- The occupied set after moving an electron from `p↑` to `q↓`. -/
def flipDet (s : Finset ℕ) (p q : ℕ) : Finset ℕ := insert (dn q) (s.erase (up p))

/-- The occupied set after replacing `b↑ c↓` by `b↓ c↑`. -/
def exchange (b c : ℕ) (d : Finset ℕ) : Finset ℕ :=
  insert (up c) (insert (dn b) ((d.erase (up b)).erase (dn c)))
```

## Signs and the exchange matrix element

The next three lemmas separate the labels, cancel the signs, and reduce each one-orbital ladder operator to a sign-free replacement.

```lean
/-- Spin-orbitals coincide only if both orbital and spin agree. -/
theorem labels (p q : ℕ) :
    (up p = up q ↔ p = q) ∧ (dn p = dn q ↔ p = q) ∧ up p ≠ dn q ∧ dn p ≠ up q := by
  unfold up dn
  refine ⟨?_, ?_, ?_, ?_⟩ <;> omega

/-- Two fermionic signs cancel when the same electrons precede both positions. -/
theorem sgn_mul {k l : ℕ} {t u : Finset ℕ}
    (h : ∀ x, (x ∈ t ∧ x < k) ↔ (x ∈ u ∧ x < l)) : sgn k t * sgn l u = 1 := by
  have e : t.filter (fun x => x < k) = u.filter (fun x => x < l) := by
    ext x
    simpa only [mem_filter] using h x
  unfold sgn
  rw [e, ← mul_pow]
  norm_num

/-- Raising or lowering the spin within one orbital carries no fermionic sign. -/
theorem ladder_apply (p : ℕ) (ψ : Fock) (t : Finset ℕ) :
    (cre (up p) (ann (dn p) ψ) t =
      if up p ∈ t ∧ dn p ∉ t then ψ (insert (dn p) (t.erase (up p))) else 0) ∧
    (cre (dn p) (ann (up p) ψ) t =
      if dn p ∈ t ∧ up p ∉ t then ψ (insert (up p) (t.erase (dn p))) else 0) := by
  constructor
  · by_cases h1 : up p ∈ t <;> by_cases h2 : dn p ∈ t
    · simp [cre, ann, h1, h2, labels]
    · have hs : sgn (up p) t * sgn (dn p) (t.erase (up p)) = 1 := by
        apply sgn_mul
        intro x
        simp only [mem_erase, up, dn]
        constructor
        · rintro ⟨hx, hl⟩
          exact ⟨⟨by omega, hx⟩, by omega⟩
        · rintro ⟨⟨hn, hx⟩, hl⟩
          exact ⟨hx, by omega⟩
      simp [cre, ann, h1, h2, labels, ← mul_assoc, hs]
    · simp [cre, h1]
    · simp [cre, h1]
  · by_cases h1 : dn p ∈ t <;> by_cases h2 : up p ∈ t
    · simp [cre, ann, h1, h2, labels]
    · have hs : sgn (dn p) t * sgn (up p) (t.erase (dn p)) = 1 := by
        apply sgn_mul
        intro x
        simp only [mem_erase, up, dn]
        constructor
        · rintro ⟨hx, hl⟩
          have hn : x ≠ 2 * p := by
            intro h
            subst h
            exact h2 hx
          exact ⟨⟨by omega, hx⟩, by omega⟩
        · rintro ⟨⟨hn, hx⟩, hl⟩
          exact ⟨hx, by omega⟩
      simp [cre, ann, h1, h2, labels, ← mul_assoc, hs]
    · simp [cre, h1]
    · simp [cre, h1]
```

Because \(S_z\) is diagonal, a zero amplitude stays zero. Applying this once and twice removes \(S_z\) and \(S_z^2\) from the matrix element.

```lean
/-- The spin projection creates no determinant that was absent from the state. -/
theorem Sz_zero (N : ℕ) {ψ : Fock} {t : Finset ℕ} (h : ψ t = 0) : Sz N ψ t = 0 := by
  have key : ∀ k, cre k (ann k ψ) t = 0 := by
    intro k
    by_cases hk : k ∈ t
    · simp [cre, ann, hk, insert_erase hk, h]
    · simp [cre, hk]
  simp [Sz, Finset.sum_apply, key]
```

In the next proof, `c1`, `c2` and `c3` trace the path from \(E\) back to \(D\). The two uses of `Finset.sum_eq_single` select lowering in `b` and raising in `c` from the double sum.

```lean
/-- `S²` couples a determinant with open shells `b↑ c↓` to the one with `b↓ c↑`,
with matrix element one. -/
theorem S2_exchange {N b c : ℕ} {d : Finset ℕ} (hb : b < N) (hc : c < N)
    (h1 : up b ∈ d) (h2 : dn b ∉ d) (h3 : dn c ∈ d) (h4 : up c ∉ d) :
    S2 N (det d) (exchange b c d) = 1 := by
  have hbc : b ≠ c := by
    rintro rfl
    exact h4 h1
  have he : ∀ x, x ∈ exchange b c d ↔
      x = up c ∨ x = dn b ∨ x ≠ dn c ∧ x ≠ up b ∧ x ∈ d := by
    intro x
    simp only [exchange, mem_insert, mem_erase, ne_eq]
  have c1 : dn b ∈ exchange b c d ∧ up b ∉ exchange b c d := by
    simp [he, labels, hbc]
  have c2 : up c ∈ insert (up b) ((exchange b c d).erase (dn b)) ∧
      dn c ∉ insert (up b) ((exchange b c d).erase (dn b)) := by
    simp [he, labels, hbc.symm]
  have c3 : insert (dn c)
      ((insert (up b) ((exchange b c d).erase (dn b))).erase (up c)) = d := by
    ext x
    simp only [mem_insert, mem_erase, he]
    by_cases x1 : x = dn c
    · subst x1; simp [h3]
    by_cases x2 : x = up b
    · subst x2; simp [h1, labels, hbc]
    by_cases x3 : x = up c
    · subst x3; simp [h4, labels]
    by_cases x4 : x = dn b
    · subst x4; simp [h2, labels, hbc]
    simp [x1, x2, x3, x4]
  have hz : det d (exchange b c d) = 0 := by
    simp only [det]
    refine if_neg fun h => c1.2 ?_
    rw [h]
    exact h1
  rw [S2, Pi.add_apply, Pi.add_apply, Sz_zero N (Sz_zero N hz), Sz_zero N hz,
    add_zero, add_zero]
  simp only [Sminus, Splus, Finset.sum_apply, ladder_apply, det]
  -- only lowering in b after raising in c connects the two determinants
  refine (Finset.sum_eq_single b ?_ ?_).trans ?_
  · intro q _ hq
    refine ite_eq_right_iff.2 fun _ => Finset.sum_eq_zero fun p _ =>
      ite_eq_right_iff.2 fun _ => if_neg fun h => ?_
    have h' := h1
    rw [← h] at h'
    simp [he, labels, hq.symm, hbc] at h'
  · intro h
    exact absurd (mem_range.2 hb) h
  · rw [if_pos c1]
    refine (Finset.sum_eq_single c ?_ ?_).trans ?_
    · intro p _ hp
      refine ite_eq_right_iff.2 fun _ => if_neg fun h => ?_
      have h' := h3
      rw [← h] at h'
      simp [he, labels, hp.symm, hbc.symm] at h'
    · intro h
      exact absurd (mem_range.2 hc) h
    · rw [if_pos c2, if_pos c3]
```

## What the flip space contains

A permitted flip gives a determinant up to sign. Multiplying by the same signs again recovers the determinant itself, which is therefore in the span.

```lean
/-- A determinant obtained from the reference by one flip `p↑ → q↓` lies in the
spin-flip CIS space. -/
theorem flip_mem {N p q : ℕ} {s : Finset ℕ} (hp : p < N) (hq : q < N)
    (h1 : up p ∈ s) (h2 : dn q ∉ s) : det (flipDet s p q) ∈ sfCIS N s := by
  have hX : (flipDet s p q).erase (dn q) = s.erase (up p) :=
    erase_insert fun h => h2 (mem_of_mem_erase h)
  have key : det (flipDet s p q) =
      (sgn (dn q) (flipDet s p q) * sgn (up p) (s.erase (up p))) •
        cre (dn q) (ann (up p) (det s)) := by
    ext t
    rw [Pi.smul_apply, smul_eq_mul]
    by_cases ht : t = flipDet s p q
    · have hv : cre (dn q) (ann (up p) (det s)) (flipDet s p q) =
          sgn (dn q) (flipDet s p q) * sgn (up p) (s.erase (up p)) := by
        have hm : dn q ∈ flipDet s p q := mem_insert_self _ _
        simp only [cre, ann, det]
        rw [if_pos hm, hX, if_neg (notMem_erase _ _), if_pos (insert_erase h1), mul_one]
      have hA := sgn_mul (k := dn q) (t := flipDet s p q) fun _ => Iff.rfl
      have hB := sgn_mul (k := up p) (t := s.erase (up p)) fun _ => Iff.rfl
      have hd : det (flipDet s p q) (flipDet s p q) = 1 := if_pos rfl
      rw [ht, hv, hd]
      linear_combination
        (-(sgn (up p) (s.erase (up p)) * sgn (up p) (s.erase (up p)))) * hA - hB
    · have hv : cre (dn q) (ann (up p) (det s)) t = 0 := by
        simp only [cre, ann, det]
        refine ite_eq_right_iff.2 fun a1 => ?_
        by_cases a2 : up p ∈ t.erase (dn q)
        · rw [if_pos a2, mul_zero]
        · have a3 : insert (up p) (t.erase (dn q)) ≠ s := by
            intro h
            apply ht
            rw [flipDet, ← h, erase_insert a2, insert_erase a1]
          rw [if_neg a2, if_neg a3, mul_zero, mul_zero]
      have hd : det (flipDet s p q) t = 0 := if_neg ht
      rw [hv, hd, mul_zero]
  rw [key]
  exact Submodule.smul_mem _ _ (Submodule.subset_span ⟨p, q, hp, hq, rfl⟩)
```

For the support bound, a nonzero amplitude of a generator on `t` forces `t \ s` to lie in `{dn q}`. Induction over the span carries the vanishing to sums and multiples.

```lean
/-- Spin-flip CIS states have no amplitude on determinants with two or more
spin-orbitals outside the reference. -/
theorem sfCIS_support {N : ℕ} {s t : Finset ℕ} {ψ : Fock} (hψ : ψ ∈ sfCIS N s)
    (ht : 2 ≤ (t \ s).card) : ψ t = 0 := by
  unfold sfCIS at hψ
  induction hψ using Submodule.span_induction with
  | mem x hx =>
    obtain ⟨p, q, _, _, rfl⟩ := hx
    by_contra h
    have hst : insert (up p) (t.erase (dn q)) = s := by
      by_contra h'
      apply h
      simp [cre, ann, det, h']
    have hsub : t \ s ⊆ {dn q} := by
      intro x hx
      rw [mem_sdiff] at hx
      rw [mem_singleton]
      by_contra hne
      apply hx.2
      rw [← hst]
      exact mem_insert_of_mem (mem_erase.2 ⟨hne, hx.1⟩)
    have hcard := card_le_card hsub
    rw [card_singleton] at hcard
    omega
  | zero => rfl
  | add x y _ _ hx hy => rw [Pi.add_apply, hx, hy, add_zero]
  | smul r x _ hx => rw [Pi.smul_apply, hx, smul_zero]
```

## Leaving the space

The general theorem asks for `c` doubly occupied, `b` occupied only by an up electron, \(a{\downarrow}\) empty and \(a\ne b\); \(a{\uparrow}\) may be filled or empty. It combines the matrix element 1 with the support bound.

```lean
/-- With `c` doubly occupied, `b` singly occupied by an up electron, `a↓` empty and `a ≠ b`, the
flip `c↑ → a↓` is in the spin-flip CIS space, but `S²` maps it partly onto a double excitation and
out of the space. -/
theorem sfCIS_not_invariant {N a b c : ℕ} {s : Finset ℕ}
    (ha : a < N) (hb : b < N) (hc : c < N) (hab : a ≠ b)
    (hcu : up c ∈ s) (hcd : dn c ∈ s) (had : dn a ∉ s) (hbu : up b ∈ s) (hbd : dn b ∉ s) :
    det (flipDet s c a) ∈ sfCIS N s ∧
    S2 N (det (flipDet s c a)) (exchange b c (flipDet s c a)) = 1 ∧
    (exchange b c (flipDet s c a) \ s).card = 2 ∧
    S2 N (det (flipDet s c a)) ∉ sfCIS N s := by
  have hac : a ≠ c := by
    rintro rfl
    exact had hcd
  have hbc : b ≠ c := by
    rintro rfl
    exact hbd hcd
  have coef : S2 N (det (flipDet s c a)) (exchange b c (flipDet s c a)) = 1 := by
    apply S2_exchange hb hc <;> simp [flipDet, labels, hbu, hbd, hcd, hbc, hab.symm]
  have hset : exchange b c (flipDet s c a) \ s = {dn a, dn b} := by
    ext x
    simp only [exchange, flipDet, mem_sdiff, mem_insert, mem_erase, mem_singleton]
    constructor
    · rintro ⟨h | h | ⟨_, _, h | ⟨_, h⟩⟩, hs⟩
      · subst h; exact absurd hcu hs
      · exact Or.inr h
      · exact Or.inl h
      · exact absurd h hs
    · rintro (rfl | rfl)
      · simp [labels, had, hac]
      · simp [hbd]
  have hcard : (exchange b c (flipDet s c a) \ s).card = 2 := by
    rw [hset]
    exact card_pair fun h => hab ((labels a b).2.1.1 h)
  refine ⟨flip_mem hc ha hcu had, coef, hcard, fun hm => ?_⟩
  have h0 := sfCIS_support hm hcard.ge
  rw [coef] at h0
  exact one_ne_zero h0
```

The condition \(a\ne b\) matters. Take two orbitals, the reference \(|c{\uparrow}c{\downarrow}b{\uparrow}\rangle\) and \(a=b\). The flip gives \(|c{\downarrow}b{\uparrow}b{\downarrow}\rangle\), whose only open shell is \(c\). Working it out by hand, \(S^2\) multiplies this determinant by \(3/4\), so it stays in the space.

A doubly occupied orbital is not essential. When \(a{\uparrow}\) flips into an empty orbital \(v\), exchanging the spins of \(b{\uparrow}\) and \(v{\downarrow}\) produces \(b{\downarrow}\) and \(v{\uparrow}\), both outside the reference.

```lean
/-- A flip `a↑ → v↓` into an empty orbital `v`, with some `b ≠ a` singly occupied by an up electron,
is also mapped by `S²` out of the spin-flip CIS space. -/
theorem sfCIS_not_invariant_virtual {N a b v : ℕ} {s : Finset ℕ}
    (ha : a < N) (hb : b < N) (hv : v < N) (hab : a ≠ b)
    (hau : up a ∈ s) (hbu : up b ∈ s) (hbd : dn b ∉ s) (hvu : up v ∉ s) (hvd : dn v ∉ s) :
    det (flipDet s a v) ∈ sfCIS N s ∧ S2 N (det (flipDet s a v)) ∉ sfCIS N s := by
  have hbv : b ≠ v := by
    rintro rfl
    exact hvu hbu
  have coef : S2 N (det (flipDet s a v)) (exchange b v (flipDet s a v)) = 1 := by
    apply S2_exchange hb hv <;> simp [flipDet, labels, hbu, hbd, hvu, hbv, hab.symm]
  have hsub : {up v, dn b} ⊆ exchange b v (flipDet s a v) \ s := by
    intro x hx
    rw [mem_insert, mem_singleton] at hx
    rcases hx with rfl | rfl
    · simp [exchange, hvu]
    · simp [exchange, hbd]
  have hcard := card_le_card hsub
  rw [card_pair (labels v b).2.2.1] at hcard
  refine ⟨flip_mem ha hv hau hvd, fun hm => ?_⟩
  have h0 := sfCIS_support hm hcard
  rw [coef] at h0
  exact one_ne_zero h0
```

Setting \(c=0\), \(a=1\), \(b=2\) recovers the opening example. The theorem states that \(D\) is in the space, that its image has amplitude 1 on \(E\), and that this image is not in the space.

```lean
/-- Orbitals `c = 0`, `a = 1`, `b = 2` and reference `c↑ c↓ a↑ b↑`: the single flip
`c↓ a↑ a↓ b↑` is mapped by `S²` partly onto `c↑ a↑ a↓ b↓` and out of the space. -/
theorem three_orbital_counterexample :
    det {dn 0, up 1, dn 1, up 2} ∈ sfCIS 3 {up 0, dn 0, up 1, up 2} ∧
    S2 3 (det {dn 0, up 1, dn 1, up 2}) {up 0, up 1, dn 1, dn 2} = 1 ∧
    S2 3 (det {dn 0, up 1, dn 1, up 2}) ∉ sfCIS 3 {up 0, dn 0, up 1, up 2} := by
  have h := sfCIS_not_invariant (N := 3) (a := 1) (b := 2) (c := 0)
    (s := {up 0, dn 0, up 1, up 2}) (by decide) (by decide) (by decide) (by decide)
    (by decide) (by decide) (by decide) (by decide) (by decide)
  have e1 : flipDet {up 0, dn 0, up 1, up 2} 0 1 = {dn 0, up 1, dn 1, up 2} := by decide
  have e2 : exchange 2 0 {dn 0, up 1, dn 1, up 2} = {up 0, up 1, dn 1, dn 2} := by decide
  rw [e1, e2] at h
  exact ⟨h.1, h.2.1, h.2.2.2⟩

end

end SpinFlipIncompleteness
```

```lean
#print axioms SpinFlipIncompleteness.sfCIS_not_invariant_virtual
-- 'SpinFlipIncompleteness.sfCIS_not_invariant_virtual' depends on axioms: [propext, Classical.choice, Quot.sound]
#print axioms SpinFlipIncompleteness.three_orbital_counterexample
-- 'SpinFlipIncompleteness.three_orbital_counterexample' depends on axioms: [propext, Classical.choice, Quot.sound]
```
